# Relative variance of exp(−βΔU) in free-energy perturbation on a finite configuration set: exact value and lower bound

## Two configurations

Take two configurations, a and b, at inverse temperature β > 0. In ensemble 0 both have energy U₀ = 0, so their probabilities are p₀ = (1/2, 1/2). In ensemble 1 the energies are U₁(a) = 0 and U₁(b) = (ln 3)/β, so p₁ = (3/4, 1/4). With ΔU = U₁ − U₀, the factor exp(−βΔU) takes the values 1 and 1/3. Under p₀ its mean is 2/3 and its variance is 1/9, hence

variance / mean² = (1/9)/(4/9) = 1/4.

The probabilities alone give the same number:

Σ p₁²/p₀ − 1 = 2(9/16 + 1/16) − 1 = 1/4.

The relative variance of the factor, variance / mean², thus measures how far p₁ departs from p₀. The equality holds for any two real energy functions on a finite nonempty set, and the free-energy difference together with the mean of ΔU in ensemble 1 gives a lower bound.

## Ensembles, free energies and relative variance

The configurations form a finite type `ι`, and an energy is a function `U : ι → ℝ`.

```lean
import Mathlib

open Finset

namespace FreeEnergyPerturbationVariance

noncomputable section

variable {ι : Type*} [Fintype ι]
```

The partition function is Z = Σ exp(−βU(x)).

```lean
/-- The canonical partition function of the energy `U` at inverse temperature `β`. -/
def partitionFunction (β : ℝ) (U : ι → ℝ) : ℝ := ∑ x, Real.exp (-β * U x)
```

The Boltzmann probability is p(x) = exp(−βU(x))/Z.

```lean
/-- The Boltzmann probability of a configuration, on a nonempty configuration set. -/
def boltzmann (β : ℝ) (U : ι → ℝ) (x : ι) : ℝ :=
  Real.exp (-β * U x) / partitionFunction β U
```

The free energy is F = −(1/β) ln Z.

```lean
/-- The Helmholtz free energy `-(1/β) ln Z`, for `β ≠ 0` and a nonempty configuration set. -/
def freeEnergy (β : ℝ) (U : ι → ℝ) : ℝ := -(1 / β) * Real.log (partitionFunction β U)
```

The sign convention for the difference is ΔF = F₁ − F₀.

```lean
/-- The free-energy difference between ensembles 1 and 0, for `β ≠ 0`. -/
def deltaF (β : ℝ) (U₀ U₁ : ι → ℝ) : ℝ := freeEnergy β U₁ - freeEnergy β U₀
```

An ensemble mean is ⟨f⟩ = Σ p(x) f(x), written ⟨f⟩₀ or ⟨f⟩₁ when p is p₀ or p₁.

```lean
/-- The mean of an observable `f` with weights `p` that sum to one. -/
def mean (p f : ι → ℝ) : ℝ := ∑ x, p x * f x
```

The relative variance is ⟨(f − ⟨f⟩)²⟩/⟨f⟩², a ratio of exact ensemble averages and not a sample estimate.

```lean
/-- The variance of `f` divided by its squared mean, for weights that sum to one and observables of
nonzero mean. -/
def relVar (p f : ι → ℝ) : ℝ := mean p (fun x => (f x - mean p f) ^ 2) / mean p f ^ 2
```

The observable of interest is exp(−βΔU).

```lean
/-- The exponential `exp(-β ΔU)` that is averaged in free-energy perturbation. -/
def perturbFactor (β : ℝ) (U₀ U₁ : ι → ℝ) (x : ι) : ℝ := Real.exp (-β * (U₁ x - U₀ x))
```

## Reweighting and the mean of the exponential

Z is a nonempty sum of positive terms, so Z > 0 and the probabilities sum to Z/Z = 1.

```lean
lemma boltzmann_sum [Nonempty ι] (β : ℝ) (U : ι → ℝ) : ∑ x, boltzmann β U x = 1 := by
  have hZ : 0 < partitionFunction β U :=
    Finset.sum_pos (fun x _ => Real.exp_pos _) Finset.univ_nonempty
  unfold boltzmann
  rw [← Finset.sum_div]
  exact div_self hZ.ne'
```

Since βF = −ln Z,

p(x) = exp(−βU(x))/Z = exp(β(F − U(x))).

```lean
/-- The Boltzmann probability of `x` is `exp(β(F - U(x)))`, with `F` the free energy of `U`. -/
theorem boltzmann_eq_exp [Nonempty ι] {β : ℝ} (hβ : 0 < β) (U : ι → ℝ) (x : ι) :
    boltzmann β U x = Real.exp (β * (freeEnergy β U - U x)) := by
  have hZ : 0 < partitionFunction β U :=
    Finset.sum_pos (fun x _ => Real.exp_pos _) Finset.univ_nonempty
  have hF : β * freeEnergy β U = -Real.log (partitionFunction β U) := by
    unfold freeEnergy
    field_simp
  have hx : β * (freeEnergy β U - U x)
      = -β * U x - Real.log (partitionFunction β U) := by
    linear_combination hF
  rw [hx, Real.exp_sub, Real.exp_log hZ]
  rfl
```

Insert this form for p₀ and collect exponents:

p₀ exp(−βΔU) = exp(β(F₀ − U₁)) = exp(−βΔF) exp(β(F₁ − U₁)) = exp(−βΔF) p₁.

In Lean, `Real.exp_add` merges the exponentials and `ring` compares the exponents.

```lean
/-- Reweighting: ensemble 0 times `exp(-β ΔU)` is ensemble 1 times `exp(-β ΔF)`. -/
theorem reweighting [Nonempty ι] {β : ℝ} (hβ : 0 < β) (U₀ U₁ : ι → ℝ) (x : ι) :
    boltzmann β U₀ x * perturbFactor β U₀ U₁ x
      = Real.exp (-β * deltaF β U₀ U₁) * boltzmann β U₁ x := by
  rw [boltzmann_eq_exp hβ U₀, boltzmann_eq_exp hβ U₁]
  unfold perturbFactor deltaF
  rw [← Real.exp_add, ← Real.exp_add]
  congr 1
  ring
```

Summing over x and using Σ p₁ = 1 gives the Zwanzig formula, here for a finite set:

⟨exp(−βΔU)⟩₀ = exp(−βΔF).

```lean
/-- The Zwanzig formula: the ensemble-0 mean of `exp(-β ΔU)` is `exp(-β ΔF)`. -/
theorem zwanzig [Nonempty ι] {β : ℝ} (hβ : 0 < β) (U₀ U₁ : ι → ℝ) :
    mean (boltzmann β U₀) (perturbFactor β U₀ U₁) = Real.exp (-β * deltaF β U₀ U₁) := by
  unfold mean
  rw [Finset.sum_congr rfl (fun x _ => reweighting hβ U₀ U₁ x), ← Finset.mul_sum,
    boltzmann_sum, mul_one]
```

## Two identities for means

For normalised weights and m = ⟨f⟩, expanding the square gives

Σ p (f − m)² = ⟨f²⟩ − 2m·m + m² = ⟨f²⟩ − m².

Dividing by m² ≠ 0 turns the relative variance into ⟨f²⟩/⟨f⟩² − 1.

```lean
lemma relVar_eq (p f : ι → ℝ) (hp : ∑ x, p x = 1) (hm : mean p f ≠ 0) :
    relVar p f = mean p (fun x => f x ^ 2) / mean p f ^ 2 - 1 := by
  have h : ∀ m : ℝ, ∑ x, p x * (f x - m) ^ 2
      = ∑ x, p x * f x ^ 2 - 2 * m * ∑ x, p x * f x + m ^ 2 * ∑ x, p x := by
    intro m
    rw [Finset.mul_sum, Finset.mul_sum, ← Finset.sum_sub_distrib, ← Finset.sum_add_distrib]
    exact Finset.sum_congr rfl (fun x _ => by ring)
  have hv : mean p (fun x => (f x - mean p f) ^ 2)
      = mean p (fun x => f x ^ 2) - mean p f ^ 2 := by
    have h' := h (mean p f)
    rw [hp] at h'
    simp only [mean] at h' ⊢
    linear_combination h'
  unfold relVar
  rw [hv, sub_div, div_self (pow_ne_zero 2 hm)]
```

Normalisation also gives, for constants a and c,

⟨a(c − f)⟩ = a(c − ⟨f⟩).

```lean
lemma mean_affine (p f : ι → ℝ) (hp : ∑ x, p x = 1) (a c : ℝ) :
    mean p (fun x => a * (c - f x)) = a * (c - mean p f) := by
  have h : ∑ x, p x * (a * (c - f x)) = a * c * ∑ x, p x - a * ∑ x, p x * f x := by
    rw [Finset.mul_sum, Finset.mul_sum, ← Finset.sum_sub_distrib]
    exact Finset.sum_congr rfl (fun x _ => by ring)
  rw [hp] at h
  simp only [mean]
  linear_combination h
```

## Jensen's inequality with its equality case

Let p be positive and normalised, and let m = ⟨t⟩ for an observable t. Because ⟨t − m⟩ = 0,

⟨exp(t)⟩ − exp(m) = Σ p exp(m) [exp(t − m) − (t − m) − 1].

Each bracket is nonnegative, since exp(s) ≥ 1 + s for real s, so ⟨exp(t)⟩ ≥ exp(⟨t⟩). If the two sides are equal, every term of the sum vanishes. The inequality for exp(s) is strict when s ≠ 0, which forces t(x) = m for every x. The converse is immediate. In the proof, `gap` is the displayed identity and `hnn` the sign of each term.

```lean
/-- Jensen's inequality for the exponential under positive probabilities, with equality
exactly when the observable equals its mean everywhere. -/
theorem exp_mean_le (p t : ι → ℝ) (hp : ∀ x, 0 < p x) (hs : ∑ x, p x = 1) :
    Real.exp (mean p t) ≤ mean p (fun x => Real.exp (t x)) ∧
      (mean p (fun x => Real.exp (t x)) = Real.exp (mean p t) ↔ ∀ x, t x = mean p t) := by
  -- the Jensen gap is a sum of nonnegative terms
  have gap : ∑ x, p x * (Real.exp (mean p t) *
      (Real.exp (t x - mean p t) - (t x - mean p t) - 1))
      = mean p (fun x => Real.exp (t x)) - Real.exp (mean p t) := by
    have hterm : ∀ x, p x * (Real.exp (mean p t) *
        (Real.exp (t x - mean p t) - (t x - mean p t) - 1))
        = p x * Real.exp (t x) - Real.exp (mean p t) * (p x * t x)
          + Real.exp (mean p t) * (mean p t - 1) * p x := by
      intro x
      have h : Real.exp (t x) = Real.exp (mean p t) * Real.exp (t x - mean p t) := by
        rw [← Real.exp_add]
        congr 1
        ring
      linear_combination (-p x) * h
    have hm : ∑ x, p x * t x = mean p t := rfl
    have hE : ∑ x, p x * Real.exp (t x) = mean p (fun x => Real.exp (t x)) := rfl
    rw [Finset.sum_congr rfl (fun x _ => hterm x), Finset.sum_add_distrib,
      Finset.sum_sub_distrib, ← Finset.mul_sum, ← Finset.mul_sum, hs, hm, hE]
    ring
  have hnn : ∀ x, 0 ≤ p x * (Real.exp (mean p t) *
      (Real.exp (t x - mean p t) - (t x - mean p t) - 1)) := fun x =>
    mul_nonneg (hp x).le (mul_nonneg (Real.exp_pos _).le
      (by linarith [Real.add_one_le_exp (t x - mean p t)]))
  refine ⟨by linarith [Finset.sum_nonneg (fun x (_ : x ∈ Finset.univ) => hnn x)], ?_, ?_⟩
  · intro h x
    rw [h, sub_self] at gap
    have hx := (Finset.sum_eq_zero_iff_of_nonneg (fun x _ => hnn x)).1 gap x
      (Finset.mem_univ x)
    by_contra hne
    have hlt := Real.add_one_lt_exp (sub_ne_zero.2 hne)
    exact (mul_pos (hp x) (mul_pos (Real.exp_pos _) (by linarith))).ne' hx
  · intro h
    rw [Finset.sum_eq_zero (fun x _ => by rw [h x]; simp)] at gap
    linarith
```

## The exact value and the lower bound

The exponential form of the probabilities gives p₁/p₀ = exp(β(ΔF − ΔU)). Multiplying by p₁ and summing,

Σ p₁²/p₀ = ⟨exp(β(ΔF − ΔU))⟩₁.

```lean
/-- The sum of `p₁²/p₀` is the ensemble-1 mean of `exp(β(ΔF - ΔU))`. -/
theorem sum_sq_div_eq [Nonempty ι] {β : ℝ} (hβ : 0 < β) (U₀ U₁ : ι → ℝ) :
    ∑ x, boltzmann β U₁ x ^ 2 / boltzmann β U₀ x
      = mean (boltzmann β U₁)
          (fun x => Real.exp (β * (deltaF β U₀ U₁ - (U₁ x - U₀ x)))) := by
  refine Finset.sum_congr rfl (fun x _ => ?_)
  have h : boltzmann β U₁ x
      = Real.exp (β * (deltaF β U₀ U₁ - (U₁ x - U₀ x))) * boltzmann β U₀ x := by
    rw [boltzmann_eq_exp hβ U₀, boltzmann_eq_exp hβ U₁, ← Real.exp_add]
    congr 1
    unfold deltaF
    ring
  have h0 : boltzmann β U₀ x ≠ 0 := by
    rw [boltzmann_eq_exp hβ]
    exact (Real.exp_pos _).ne'
  rw [div_eq_iff h0]
  linear_combination boltzmann β U₁ x * h
```

Now put f = exp(−βΔU). Squaring the reweighting relation gives

p₀ f² = (p₀ f)²/p₀ = exp(−2βΔF) p₁²/p₀.

The squared mean of f is exp(−2βΔF), which cancels, so the relative variance is Σ p₁²/p₀ − 1. Jensen's inequality with t = β(ΔF − ΔU) in ensemble 1 then gives

Σ p₁²/p₀ − 1 ≥ exp(β(ΔF − ⟨ΔU⟩₁)) − 1.

The theorem states the equality and the bound together. It assumes a nonempty `ι` and `0 < β`, with no relation between `U₀` and `U₁`. Real-valued energies give every configuration positive probability in both ensembles, so hard-core exclusions are not covered, nor are continuous coordinates. In the proof, `hid` is the equality; its last `linear_combination` multiplies the reweighting relation by the sum of its two sides, which squares it.

```lean
/-- The relative variance of `exp(-β ΔU)` in ensemble 0 equals the sum of `p₁²/p₀` minus one,
and is at least `exp(β(ΔF - ⟨ΔU⟩₁)) - 1`. -/
theorem relVar_perturbFactor [Nonempty ι] {β : ℝ} (hβ : 0 < β) (U₀ U₁ : ι → ℝ) :
    relVar (boltzmann β U₀) (perturbFactor β U₀ U₁)
        = ∑ x, boltzmann β U₁ x ^ 2 / boltzmann β U₀ x - 1 ∧
      Real.exp (β * (deltaF β U₀ U₁ - mean (boltzmann β U₁) (fun x => U₁ x - U₀ x))) - 1
        ≤ relVar (boltzmann β U₀) (perturbFactor β U₀ U₁) := by
  have hpos : ∀ (U : ι → ℝ) x, 0 < boltzmann β U x := fun U x => by
    rw [boltzmann_eq_exp hβ]
    exact Real.exp_pos _
  have hid : relVar (boltzmann β U₀) (perturbFactor β U₀ U₁)
      = ∑ x, boltzmann β U₁ x ^ 2 / boltzmann β U₀ x - 1 := by
    have hm : mean (boltzmann β U₀) (perturbFactor β U₀ U₁) ≠ 0 := by
      rw [zwanzig hβ]
      exact (Real.exp_pos _).ne'
    rw [relVar_eq _ _ (boltzmann_sum β U₀) hm, zwanzig hβ]
    congr 1
    unfold mean
    rw [Finset.sum_div]
    refine Finset.sum_congr rfl (fun x _ => ?_)
    -- square the reweighting relation
    rw [div_eq_div_iff (pow_ne_zero 2 (Real.exp_pos _).ne') (hpos U₀ x).ne']
    linear_combination (boltzmann β U₀ x * perturbFactor β U₀ U₁ x
      + Real.exp (-β * deltaF β U₀ U₁) * boltzmann β U₁ x) * reweighting hβ U₀ U₁ x
  refine ⟨hid, ?_⟩
  have hJ := (exp_mean_le (boltzmann β U₁)
    (fun x => β * (deltaF β U₀ U₁ - (U₁ x - U₀ x))) (hpos U₁) (boltzmann_sum β U₁)).1
  rw [mean_affine _ (fun x => U₁ x - U₀ x) (boltzmann_sum β U₁)] at hJ
  rw [hid, sum_sq_div_eq hβ]
  linarith
```

In the two-configuration example, βΔF = ln(3/2) ≈ 0.405 and β⟨ΔU⟩₁ = (ln 3)/4 ≈ 0.275. The bound is therefore about 0.140, below the exact 0.25.

For N independent samples from ensemble 0 on such a finite set, the sample mean of exp(−βΔU) has relative variance (Σ p₁²/p₀ − 1)/N, which is therefore at least the lower bound divided by N. This sampling rule is ordinary statistics and is not proved here.

## When the bound is attained

By the equality case of Jensen's inequality, the bound is attained exactly when β(ΔF − ΔU(x)) equals its ensemble-1 mean for every x. Cancelling β > 0 leaves ΔU(x) = ⟨ΔU⟩₁, so ΔU is constant. Conversely, a constant ΔU = c has mean c.

In that case p₁ = p₀ and ΔF = c, so both sides are zero. A single configuration is the smallest instance.

```lean
/-- The lower bound on the relative variance is attained exactly when the energy difference
is the same for all configurations. -/
theorem relVar_eq_bound_iff [Nonempty ι] {β : ℝ} (hβ : 0 < β) (U₀ U₁ : ι → ℝ) :
    relVar (boltzmann β U₀) (perturbFactor β U₀ U₁)
        = Real.exp (β * (deltaF β U₀ U₁
            - mean (boltzmann β U₁) (fun x => U₁ x - U₀ x))) - 1
      ↔ ∃ c, ∀ x, U₁ x - U₀ x = c := by
  have hpos : ∀ x, 0 < boltzmann β U₁ x := fun x => by
    rw [boltzmann_eq_exp hβ]
    exact Real.exp_pos _
  have hJ := (exp_mean_le (boltzmann β U₁)
    (fun x => β * (deltaF β U₀ U₁ - (U₁ x - U₀ x))) hpos (boltzmann_sum β U₁)).2
  rw [mean_affine _ (fun x => U₁ x - U₀ x) (boltzmann_sum β U₁)] at hJ
  rw [(relVar_perturbFactor hβ U₀ U₁).1, sum_sq_div_eq hβ, sub_left_inj, hJ]
  constructor
  · intro h
    refine ⟨mean (boltzmann β U₁) (fun x => U₁ x - U₀ x), fun x => ?_⟩
    have hx := mul_left_cancel₀ hβ.ne' (h x)
    linarith
  · rintro ⟨c, hc⟩ x
    have hmean : mean (boltzmann β U₁) (fun x => U₁ x - U₀ x) = c := by
      simp only [mean, hc]
      rw [← Finset.sum_mul, boltzmann_sum, one_mul]
    rw [hmean, hc x]
```

## The sign of the bound

Apply Jensen's inequality in ensemble 1 with the opposite exponent, t = −β(ΔF − ΔU). Now p₁ exp(t) = p₀, which sums to one, so

exp(−β(ΔF − ⟨ΔU⟩₁)) ≤ 1, that is, ⟨ΔU⟩₁ ≤ ΔF.

This is the Gibbs–Bogoliubov inequality for classical energies on a finite set, with the mean taken in ensemble 1. It makes the lower bound on the relative variance nonnegative. In the proof, `hone` is the sum equal to one.

```lean
/-- The Gibbs–Bogoliubov inequality: the ensemble-1 mean of `ΔU` is at most `ΔF`. -/
theorem gibbs_bogoliubov [Nonempty ι] {β : ℝ} (hβ : 0 < β) (U₀ U₁ : ι → ℝ) :
    mean (boltzmann β U₁) (fun x => U₁ x - U₀ x) ≤ deltaF β U₀ U₁ := by
  have hpos : ∀ x, 0 < boltzmann β U₁ x := fun x => by
    rw [boltzmann_eq_exp hβ]
    exact Real.exp_pos _
  have hJ := (exp_mean_le (boltzmann β U₁)
    (fun x => -β * (deltaF β U₀ U₁ - (U₁ x - U₀ x))) hpos (boltzmann_sum β U₁)).1
  -- reweighting ensemble 1 back to ensemble 0 gives total probability one
  have hone : mean (boltzmann β U₁)
      (fun x => Real.exp (-β * (deltaF β U₀ U₁ - (U₁ x - U₀ x)))) = 1 := by
    rw [← boltzmann_sum β U₀]
    refine Finset.sum_congr rfl (fun x _ => ?_)
    rw [boltzmann_eq_exp hβ U₀, boltzmann_eq_exp hβ U₁, ← Real.exp_add]
    congr 1
    unfold deltaF
    ring
  rw [mean_affine _ (fun x => U₁ x - U₀ x) (boltzmann_sum β U₁), hone,
    Real.exp_le_one_iff] at hJ
  by_contra hlt
  have hprod := mul_pos hβ (sub_pos.2 (not_le.1 hlt))
  linarith

end

end FreeEnergyPerturbationVariance
```

```lean
#print axioms FreeEnergyPerturbationVariance.relVar_eq_bound_iff
#print axioms FreeEnergyPerturbationVariance.gibbs_bogoliubov
```

```
'FreeEnergyPerturbationVariance.relVar_eq_bound_iff' depends on axioms: [propext, Classical.choice, Quot.sound]
'FreeEnergyPerturbationVariance.gibbs_bogoliubov' depends on axioms: [propext, Classical.choice, Quot.sound]
```
